# Kirkwood's superposition estimate for three distinct sites in a uniform lattice gas of fixed particle number

Place N particles on n sites, at most one per site, with every such configuration equally likely and 2 ≤ N ≤ n. For three distinct sites, Kirkwood's superposition estimate of the probability that all are occupied is the product of the three pair probabilities divided by the product of the three one-site probabilities. The theorem `kirkwood_canonical` says that this estimate equals ((N−1)/(n−1))³. The proof puts in the known values N/n and N(N−1)/(n(n−1)), and means to split each pair probability into N/n times (N−1)/(n−1), clear the outer denominator and finish with `ring`.

An attempt in Lean 4 with a fault in it:

```lean
import Mathlib

open Finset

namespace KirkwoodSuperposition

noncomputable section

/-- Joint occupation probability of the sites in `S`: the total weight of the configurations
in which all of them are occupied. -/
def occ {n : ℕ} (w : Finset (Fin n) → ℝ) (S : Finset (Fin n)) : ℝ :=
  ∑ c with S ⊆ c, w c

/-- The uniform distribution on the configurations of `N` particles on `n` sites,
with at most one particle per site. -/
def canonical (n N : ℕ) (c : Finset (Fin n)) : ℝ :=
  if c.card = N then 1 / (n.choose N : ℝ) else 0

/-- Kirkwood's superposition estimate of the probability that three sites are all occupied,
built from the one-site and two-site probabilities. -/
def kirkwood {n : ℕ} (w : Finset (Fin n) → ℝ) (i j k : Fin n) : ℝ :=
  occ w {i, j} * occ w {i, k} * occ w {j, k} / (occ w {i} * occ w {j} * occ w {k})

/-- The configurations that contain `S` and `r` further particles are counted by the ways to
place `r` particles on the remaining sites. -/
theorem card_configurations {n : ℕ} (S : Finset (Fin n)) (r : ℕ) :
    (univ.filter fun c : Finset (Fin n) => S ⊆ c ∧ c.card = S.card + r).card
      = (n - S.card).choose r := by
  have h : (powersetCard r Sᶜ).card = (n - S.card).choose r := by
    rw [card_powersetCard, card_compl, Fintype.card_fin]
  rw [← h]
  -- remove the sites of `S`, or put them back
  refine Finset.card_bij' (fun c _ => c \ S) (fun d _ => d ∪ S) ?_ ?_ ?_ ?_
  · intro c hc
    simp only [mem_filter, mem_univ, true_and] at hc
    rw [mem_powersetCard]
    refine ⟨fun x hx => mem_compl.2 (mem_sdiff.1 hx).2, ?_⟩
    have := card_sdiff_add_card_eq_card hc.1
    omega
  · intro d hd
    rw [mem_powersetCard] at hd
    have hdis : Disjoint d S := disjoint_left.2 fun x hx => mem_compl.1 (hd.1 hx)
    simp only [mem_filter, mem_univ, true_and]
    exact ⟨subset_union_right, by rw [card_union_of_disjoint hdis]; omega⟩
  · intro c hc
    simp only [mem_filter, mem_univ, true_and] at hc
    exact sdiff_union_of_subset hc.1
  · intro d hd
    rw [mem_powersetCard] at hd
    ext x
    have hx : x ∈ d → x ∉ S := fun h => mem_compl.1 (hd.1 h)
    simp only [mem_sdiff, mem_union]
    tauto

/-- Joint occupation probability of the sites in `S` when `r` particles sit elsewhere,
as a ratio of numbers of configurations. -/
theorem occ_canonical {n N : ℕ} (S : Finset (Fin n)) (r : ℕ) (h : S.card + r = N) :
    occ (canonical n N) S = ((n - S.card).choose r : ℝ) / (n.choose N : ℝ) := by
  subst h
  simp only [occ, canonical]
  rw [← Finset.sum_filter, Finset.filter_filter, Finset.sum_const, nsmul_eq_mul,
    card_configurations, mul_one_div]

/-- Each site is occupied with probability `N / n`. -/
theorem occ_single {n N : ℕ} (hN : 1 ≤ N) (hn : N ≤ n) (i : Fin n) :
    occ (canonical n N) {i} = (N : ℝ) / n := by
  obtain ⟨r, rfl⟩ : ∃ r, N = r + 1 := ⟨N - 1, by omega⟩
  obtain ⟨m, rfl⟩ : ∃ m, n = m + 1 := ⟨n - 1, by omega⟩
  have hC : ((m + 1).choose (r + 1) : ℝ) ≠ 0 := by exact_mod_cast (Nat.choose_pos hn).ne'
  have hm : ((m + 1 : ℕ) : ℝ) ≠ 0 := by positivity
  have e : ((m + 1 : ℕ) : ℝ) * (m.choose r : ℝ)
      = ((m + 1).choose (r + 1) : ℝ) * ((r + 1 : ℕ) : ℝ) := by
    exact_mod_cast Nat.add_one_mul_choose_eq m r
  rw [occ_canonical {i} r (by rw [card_singleton]; omega), card_singleton,
    Nat.add_sub_cancel, div_eq_div_iff hC hm]
  linear_combination e

/-- Two distinct sites are both occupied with probability `N(N-1) / (n(n-1))`. -/
theorem occ_pair {n N : ℕ} (hN : 2 ≤ N) (hn : N ≤ n) {i j : Fin n} (hij : i ≠ j) :
    occ (canonical n N) {i, j} = (N : ℝ) * (N - 1) / (n * (n - 1)) := by
  obtain ⟨r, rfl⟩ : ∃ r, N = r + 2 := ⟨N - 2, by omega⟩
  obtain ⟨m, rfl⟩ : ∃ m, n = m + 2 := ⟨n - 2, by omega⟩
  have hC : ((m + 2).choose (r + 2) : ℝ) ≠ 0 := by exact_mod_cast (Nat.choose_pos hn).ne'
  have h0 : (0 : ℝ) ≤ m := m.cast_nonneg
  have hm : ((m : ℝ) + 2) * ((m : ℝ) + 2 - 1) ≠ 0 :=
    (mul_pos (by linarith) (by linarith)).ne'
  have e1 : ((m : ℝ) + 1) * (m.choose r : ℝ)
      = ((m + 1).choose (r + 1) : ℝ) * ((r : ℝ) + 1) := by
    exact_mod_cast Nat.add_one_mul_choose_eq m r
  have e2 : ((m : ℝ) + 2) * ((m + 1).choose (r + 1) : ℝ)
      = ((m + 2).choose (r + 2) : ℝ) * ((r : ℝ) + 2) := by
    exact_mod_cast Nat.add_one_mul_choose_eq (m + 1) (r + 1)
  rw [occ_canonical {i, j} r (by rw [card_pair hij]; omega), card_pair hij,
    Nat.add_sub_cancel]
  push_cast
  rw [div_eq_div_iff hC hm]
  linear_combination ((m : ℝ) + 2) * e1 + ((r : ℝ) + 1) * e2

/-- For the canonical distribution the superposition estimate is `((N-1)/(n-1))³`. -/
theorem kirkwood_canonical {n N : ℕ} (hN : 2 ≤ N) (hn : N ≤ n) {i j k : Fin n}
    (hij : i ≠ j) (hik : i ≠ k) (hjk : j ≠ k) :
    kirkwood (canonical n N) i j k = (((N : ℝ) - 1) / (n - 1)) ^ 3 := by
  have hx : (N : ℝ) / n ≠ 0 :=
    div_ne_zero (Nat.cast_ne_zero.2 (by omega)) (Nat.cast_ne_zero.2 (by omega))
  have h1 : 1 ≤ N := by omega
  unfold kirkwood
  rw [occ_pair hN hn hij, occ_pair hN hn hik, occ_pair hN hn hjk,
    occ_single h1 hn, occ_single h1 hn, occ_single h1 hn, mul_div_mul_comm,
    div_eq_iff (mul_ne_zero (mul_ne_zero hx hx) hx)]
  ring

end

end KirkwoodSuperposition
```

Messages:

```
Main.lean:109:4: error: Tactic `rewrite` failed: Did not find an occurrence of the pattern
  ?m.123 / (↑N / ↑n * (↑N / ↑n) * (↑N / ↑n)) = ?m.125
in the target expression
  ↑N * (↑N - 1) / (↑n * (↑n - 1)) * (↑N * (↑N - 1) / (↑n * (↑n - 1))) / (↑N / ↑n * (↑N / ↑n)) *
      (↑N * (↑N - 1) / (↑n * (↑n - 1)) / (↑N / ↑n)) =
    ((↑N - 1) / (↑n - 1)) ^ 3

n N : ℕ
hN : 2 ≤ N
hn : N ≤ n
i j k : Fin n
hij : i ≠ j
hik : i ≠ k
hjk : j ≠ k
hx : ↑N / ↑n ≠ 0
h1 : 1 ≤ N
⊢ ↑N * (↑N - 1) / (↑n * (↑n - 1)) * (↑N * (↑N - 1) / (↑n * (↑n - 1))) / (↑N / ↑n * (↑N / ↑n)) *
      (↑N * (↑N - 1) / (↑n * (↑n - 1)) / (↑N / ↑n)) =
    ((↑N - 1) / (↑n - 1)) ^ 3
```

Lean accepts the file once it reads:

```diff
@@ -104,7 +104,10 @@
     div_ne_zero (Nat.cast_ne_zero.2 (by omega)) (Nat.cast_ne_zero.2 (by omega))
   have h1 : 1 ≤ N := by omega
+  -- the pair probability is the one-site probability times a conditional one
+  have hp : (N : ℝ) * (N - 1) / (n * (n - 1)) = (N : ℝ) / n * (((N : ℝ) - 1) / (n - 1)) :=
+    mul_div_mul_comm _ _ _ _
   unfold kirkwood
   rw [occ_pair hN hn hij, occ_pair hN hn hik, occ_pair hN hn hjk,
-    occ_single h1 hn, occ_single h1 hn, occ_single h1 hn, mul_div_mul_comm,
+    occ_single h1 hn, occ_single h1 hn, occ_single h1 hn, hp,
     div_eq_iff (mul_ne_zero (mul_ne_zero hx hx) hx)]
   ring
```

The error is reported at `div_eq_iff`, but the step that spoils the goal is the one before it, `mul_div_mul_comm`. That lemma turns `a * b / (c * d)` into `a / c * (b / d)`, and it was given no arguments. The pair probabilities have this shape, but so does the whole left side, a product of three factors over a product of three factors. The rewrite took the whole fraction and split it in two, as the printed goal shows, leaving the pair probabilities as they were. The left side is now a product, while `div_eq_iff` needs a single quotient over `↑N / ↑n * (↑N / ↑n) * (↑N / ↑n)`, so its pattern is not found.

The repair states the intended split as `hp`, proved by the same lemma, and rewrites with that. Since `hp` names the pair probability explicitly, it can match only there, and it changes all three copies. The outer fraction stays whole, `div_eq_iff` applies, and `ring` closes the goal.
